# For finitely many Fermi–Dirac levels shifting linearly at fixed particle number, the slope of the chemical potential is the $f(1-f)$-weighted mean of the level slopes

## How far does the Fermi level move when the atoms are displaced?

In a linear-response calculation of force constants for a metal with Fermi–Dirac smearing, I need the first-order shift of the Fermi level before I can form the first-order occupations. When the displacement is odd under a symmetry of the undisplaced structure, I set that shift to zero.

My argument is for non-interacting levels $e_i + t\,v_i$, where $t$ is the displacement amplitude. If the number of electrons stays fixed, the derivative of the chemical potential at $t=0$ should be the average of the slopes $v_i$ with weights $f_i(1-f_i)$. If a symmetry leaves the $e_i$ unchanged and multiplies the $v_i$ by a character other than the trivial one, the average should vanish. Can this be stated with all its hypotheses and checked by machine?

## The Fermi level follows the levels that are partly occupied

Yes. The Lean file below proves both claims for a finite, nonempty set of levels at temperature $T>0$, with a chemical potential $\mu(t)$ that is differentiable at $t=0$. It also proves a formula for the part of the force constant that comes from changing occupations.

### Balancing the occupations by hand

Measure $T$ in energy units and let $x$ be the energy of a level above the chemical potential. The occupation and its complement are

$$f(x)=\frac{1}{e^{x/T}+1},\qquad 1-f(x)=\frac{e^{x/T}}{e^{x/T}+1}.$$

Differentiation gives

$$f'(x)=-\frac{1}{T}\,\frac{e^{x/T}}{(e^{x/T}+1)^2}=-\frac{f(x)\,(1-f(x))}{T}.$$

Level $i$ lies at $x_i(t)=e_i+t\,v_i-\mu(t)$. Write $\mu'$ for the derivative of $\mu$ at $t=0$, $f_i$ for the occupation $f(x_i(t))$, and $w_i$ for the value of $f_i(1-f_i)$ at $t=0$. Since $x_i'(0)=v_i-\mu'$, the chain rule gives

$$\left.\frac{df_i}{dt}\right|_{0}=-\frac{w_i\,(v_i-\mu')}{T}.$$

The total occupation is constant near $t=0$, so these derivatives add up to zero:

$$\sum_i w_i\,(v_i-\mu')=0.$$

Every $w_i$ is positive and there is at least one level, so the equation can be solved:

$$\mu'=\frac{\sum_i w_i v_i}{\sum_i w_i}.$$

Now let a group act on the level labels, with $e_{gi}=e_i$ and $v_{gi}=\chi(g)\,v_i$. The weights depend on $i$ only through $e_i$, so $w_{gi}=w_i$. Because $g$ merely permutes the labels,

$$\sum_i w_i v_i=\sum_i w_{gi}v_{gi}=\chi(g)\sum_i w_i v_i .$$

If $\chi\neq 1$, some $g$ has $\chi(g)\neq 1$. The sum is then zero, and so is $\mu'$.

For the force constant, differentiate $\sum_i f_i v_i$ and split the last factor as $v_i=(v_i-\mu')+\mu'$:

$$\left.\frac{d}{dt}\sum_i f_i v_i\right|_0=-\frac1T\sum_i w_i(v_i-\mu')^2-\frac{\mu'}{T}\sum_i w_i(v_i-\mu').$$

The last sum vanishes by the balance equation. What remains is $-1/T$ times the weighted sum of squared deviations of the slopes from their mean.

### Levels, symmetry and particle number in Lean

The finite type `ι` labels one-particle states, each holding at most one particle, so a spin-degenerate level appears twice. The functions `e` and `v` give the energies at $t=0$ and the slopes. `fermi T x` is $f(x)$, `thermalWeight T x` is $f(x)(1-f(x))$, and `weightedMean` is the normalised average. The weight $w_i$ is therefore `thermalWeight T (e i - μ 0)`.

Three hypotheses carry the physics of the response:

- `hT : 0 < T` requires a genuine thermal or smearing width.
- `hμ : HasDerivAt μ μ' 0` says that the chemical potential has derivative `μ'` at zero. This is assumed and not derived from the conservation of particles.
- `hN` says that the total occupation equals a fixed real number `N` for all `t` in some neighbourhood of zero. It stands for a system that exchanges no electrons with its surroundings on average. `N` need not be an integer.

With these, `chemicalPotential_response` states the formula for $\mu'$.

The symmetry theorem, `chemicalPotential_response_eq_zero`, adds a group `G`, finite or infinite, that acts on the labels, and a multiplicative map `χ : G →* ℝ`. The hypothesis `he` says that the undisplaced spectrum is invariant, `hv` says that the slopes transform by `χ`, and `hχ` excludes the trivial character. An inversion or a mirror under which the displacement is odd corresponds to $\chi(g)=-1$. Only one-dimensional real characters are covered, and the action on the labels is given, not constructed from a Hamiltonian.

`occupation_force_constant` is the statement about $\sum_i f_i v_i$. For these non-interacting, linearly moving levels, that sum is the slope of the Helmholtz free energy at fixed particle number, by ordinary thermodynamics that the file does not formalise. Its derivative is then a curvature, to which the changing occupations contribute a negative amount, or zero when all slopes are equal. Levels that curve with $t$ would add a further term, $\sum_i f_i e_i''$, where $e_i''$ is the curvature of level $i$.

The model has no self-consistent feedback beyond what is already contained in the given slopes, no unequal k-point weights, and no smearing function other than Fermi–Dirac.

### The complete file

```lean
import Mathlib

open Filter Topology

namespace FermiLevelResponse

noncomputable section

/-- The Fermi-Dirac occupation at temperature `T` (in energy units) of a level
at energy `x` above the chemical potential. -/
def fermi (T x : ℝ) : ℝ := (Real.exp (x / T) + 1)⁻¹

/-- The thermal weight `f (1 - f)` of a level at energy `x` above the chemical potential. -/
def thermalWeight (T x : ℝ) : ℝ := fermi T x * (1 - fermi T x)

/-- The mean of `v` over the levels with weights `w`. -/
def weightedMean {ι : Type*} [Fintype ι] (w v : ι → ℝ) : ℝ :=
  (∑ i, w i * v i) / ∑ i, w i

/-- Every level has a strictly positive thermal weight. -/
theorem thermalWeight_pos (T x : ℝ) : 0 < thermalWeight T x := by
  unfold thermalWeight fermi
  have hE := Real.exp_pos (x / T)
  generalize Real.exp (x / T) = E at hE ⊢
  have h0 : E + 1 ≠ 0 := by positivity
  have h : (E + 1)⁻¹ * (1 - (E + 1)⁻¹) = E / (E + 1) ^ 2 := by
    field_simp
    ring
  rw [h]
  positivity

/-- The slope of the Fermi function is minus the thermal weight divided by the temperature. -/
theorem hasDerivAt_fermi {T : ℝ} (hT : 0 < T) (x : ℝ) :
    HasDerivAt (fermi T) (-(thermalWeight T x) / T) x := by
  have h1 : HasDerivAt (fun y => Real.exp (y / T) + 1) (Real.exp (x / T) * (1 / T)) x :=
    (((hasDerivAt_id' x).div_const T).exp).add_const 1
  have h0 : Real.exp (x / T) + 1 ≠ 0 := by positivity
  have key : -(Real.exp (x / T) * (1 / T)) / (Real.exp (x / T) + 1) ^ 2
      = -(thermalWeight T x) / T := by
    have hT' : T ≠ 0 := hT.ne'
    unfold thermalWeight fermi
    generalize Real.exp (x / T) = E at h0 ⊢
    field_simp
    ring
  exact (h1.inv h0).congr_deriv key

/-- The occupation of a level responds to the shift of the level relative to the shift
of the chemical potential. -/
theorem hasDerivAt_occupation {T μ' : ℝ} {μ : ℝ → ℝ} (hT : 0 < T)
    (hμ : HasDerivAt μ μ' 0) (ε s : ℝ) :
    HasDerivAt (fun t => fermi T (ε + t * s - μ t))
      (-(thermalWeight T (ε - μ 0) * (s - μ')) / T) 0 := by
  have inner : HasDerivAt (fun t => ε + t * s - μ t) (s - μ') 0 :=
    ((((hasDerivAt_id' (0 : ℝ)).mul_const s).const_add ε).fun_sub hμ).congr_deriv (by ring)
  have outer := hasDerivAt_fermi hT (ε + 0 * s - μ 0)
  have h := HasDerivAt.comp (h := fun t => ε + t * s - μ t) (0 : ℝ) outer inner
  refine h.congr_deriv ?_
  simp only [zero_mul, add_zero]
  ring

variable {ι : Type*} [Fintype ι]

/-- At constant total occupation the thermally weighted level slopes, measured from the slope of the
chemical potential at `t = 0`, add up to zero. -/
theorem particle_balance {T N μ' : ℝ} {μ : ℝ → ℝ} {e v : ι → ℝ} (hT : 0 < T)
    (hμ : HasDerivAt μ μ' 0)
    (hN : ∀ᶠ t in 𝓝 (0 : ℝ), ∑ i, fermi T (e i + t * v i - μ t) = N) :
    ∑ i, thermalWeight T (e i - μ 0) * (v i - μ') = 0 := by
  have hS : HasDerivAt (fun t => ∑ i, fermi T (e i + t * v i - μ t))
      (∑ i, -(thermalWeight T (e i - μ 0) * (v i - μ')) / T) 0 :=
    HasDerivAt.fun_sum fun i _ => hasDerivAt_occupation hT hμ (e i) (v i)
  -- a locally constant particle number has zero derivative
  have h0 := hS.unique ((hasDerivAt_const (0 : ℝ) N).congr_of_eventuallyEq hN)
  rw [← Finset.sum_div, Finset.sum_neg_distrib] at h0
  have h1 := (div_eq_zero_iff.mp h0).resolve_right hT.ne'
  linarith

/-- At constant total occupation, the derivative of the chemical potential is the mean of the
level slopes `v i` with weights `f (1 - f)` taken at `t = 0`. -/
theorem chemicalPotential_response [Nonempty ι] {T N μ' : ℝ} {μ : ℝ → ℝ} {e v : ι → ℝ}
    (hT : 0 < T) (hμ : HasDerivAt μ μ' 0)
    (hN : ∀ᶠ t in 𝓝 (0 : ℝ), ∑ i, fermi T (e i + t * v i - μ t) = N) :
    μ' = weightedMean (fun i => thermalWeight T (e i - μ 0)) v := by
  have h := particle_balance hT hμ hN
  have hW : 0 < ∑ i, thermalWeight T (e i - μ 0) :=
    Finset.sum_pos (fun i _ => thermalWeight_pos T _) Finset.univ_nonempty
  simp only [mul_sub, Finset.sum_sub_distrib, ← Finset.sum_mul] at h
  unfold weightedMean
  rw [eq_div_iff hW.ne']
  linarith

/-- A sum of invariant weights times quantities that transform by a real character
different from 1 vanishes. -/
theorem sum_eq_zero_of_character {G : Type*} [Group G] [MulAction G ι] {w v : ι → ℝ}
    {χ : G →* ℝ} (hχ : χ ≠ 1) (hw : ∀ (g : G) i, w (g • i) = w i)
    (hv : ∀ (g : G) i, v (g • i) = χ g * v i) : ∑ i, w i * v i = 0 := by
  obtain ⟨g, hg⟩ : ∃ g, χ g ≠ 1 := by
    by_contra! h
    exact hχ (MonoidHom.ext fun g => by simpa using h g)
  -- relabel the levels by the symmetry operation g
  have h : ∑ i, w i * v i = χ g * ∑ i, w i * v i := by
    calc ∑ i, w i * v i = ∑ i, w (g • i) * v (g • i) :=
          (Equiv.sum_comp (MulAction.toPerm g) (fun i => w i * v i)).symm
      _ = χ g * ∑ i, w i * v i := by
          rw [Finset.mul_sum]
          refine Finset.sum_congr rfl fun i _ => ?_
          rw [hw, hv]
          ring
  have h2 : (χ g - 1) * ∑ i, w i * v i = 0 := by linear_combination -h
  exact (mul_eq_zero.mp h2).resolve_left (sub_ne_zero.mpr hg)

/-- At constant total occupation, the chemical potential has zero derivative at `t = 0` when the
unperturbed levels are invariant under a group and the level slopes transform by a real character
different from 1. -/
theorem chemicalPotential_response_eq_zero [Nonempty ι] {G : Type*} [Group G] [MulAction G ι]
    {T N μ' : ℝ} {μ : ℝ → ℝ} {e v : ι → ℝ} {χ : G →* ℝ}
    (hT : 0 < T) (hμ : HasDerivAt μ μ' 0)
    (hN : ∀ᶠ t in 𝓝 (0 : ℝ), ∑ i, fermi T (e i + t * v i - μ t) = N)
    (hχ : χ ≠ 1) (he : ∀ (g : G) i, e (g • i) = e i)
    (hv : ∀ (g : G) i, v (g • i) = χ g * v i) : μ' = 0 := by
  rw [chemicalPotential_response hT hμ hN]
  unfold weightedMean
  rw [sum_eq_zero_of_character hχ (fun g i => by rw [he]) hv, zero_div]

/-- At constant total occupation, the sum of level slopes weighted by the occupations has, at `t =
0`, derivative `-1/T` times the thermally weighted sum of squared deviations of the slopes from
their thermally weighted mean. -/
theorem occupation_force_constant [Nonempty ι] {T N μ' : ℝ} {μ : ℝ → ℝ} {e v : ι → ℝ}
    (hT : 0 < T) (hμ : HasDerivAt μ μ' 0)
    (hN : ∀ᶠ t in 𝓝 (0 : ℝ), ∑ i, fermi T (e i + t * v i - μ t) = N) :
    HasDerivAt (fun t => ∑ i, fermi T (e i + t * v i - μ t) * v i)
      (-(∑ i, thermalWeight T (e i - μ 0) *
        (v i - weightedMean (fun j => thermalWeight T (e j - μ 0)) v) ^ 2) / T) 0 := by
  rw [← chemicalPotential_response hT hμ hN]
  have hS : HasDerivAt (fun t => ∑ i, fermi T (e i + t * v i - μ t) * v i)
      (∑ i, -(thermalWeight T (e i - μ 0) * (v i - μ')) / T * v i) 0 :=
    HasDerivAt.fun_sum fun i _ => (hasDerivAt_occupation hT hμ (e i) (v i)).mul_const (v i)
  -- the part proportional to μ' drops out by particle balance
  have h : ∑ i, -(thermalWeight T (e i - μ 0) * (v i - μ')) / T * v i
      = -(∑ i, thermalWeight T (e i - μ 0) * (v i - μ') ^ 2) / T
        - μ' / T * ∑ i, thermalWeight T (e i - μ 0) * (v i - μ') := by
    rw [Finset.mul_sum, ← Finset.sum_neg_distrib, Finset.sum_div, ← Finset.sum_sub_distrib]
    exact Finset.sum_congr rfl fun i _ => by ring
  rw [particle_balance hT hμ hN, mul_zero, sub_zero] at h
  exact hS.congr_deriv h

/-- The occupations at opposite energies about the chemical potential add up to one. -/
theorem fermi_add_fermi_neg (T x : ℝ) : fermi T x + fermi T (-x) = 1 := by
  unfold fermi
  rw [neg_div, Real.exp_neg]
  have hE := Real.exp_pos (x / T)
  generalize Real.exp (x / T) = E at hE ⊢
  have h0 : E + 1 ≠ 0 := by positivity
  have h1 : E⁻¹ + 1 = (E + 1) / E := by
    field_simp
    ring
  rw [h1, inv_div]
  field_simp
  ring

/-- The sign character of the two-element group `{1, -1}`. -/
def signCharacter : ℤˣ →* ℝ where
  toFun u := ((u : ℤ) : ℝ)
  map_one' := by simp
  map_mul' a b := by simp

/-- For two levels that start at energy `a` and are exchanged by the group `{1, -1}`, the slopes `1`
and `-1` transform by the sign character, which is not trivial, and the levels together hold one
particle at the constant chemical potential `a`. -/
theorem split_pair_witness (T a : ℝ) :
    signCharacter ≠ 1 ∧
    (∀ g i : ℤˣ, signCharacter (g • i) = signCharacter g * signCharacter i) ∧
    ∀ t : ℝ, ∑ i : ℤˣ, fermi T (a + t * signCharacter i - a) = 1 := by
  have hm : signCharacter (-1) = -1 := by simp [signCharacter]
  refine ⟨fun h => ?_, fun g i => by rw [smul_eq_mul, map_mul], fun t => ?_⟩
  · rw [h, MonoidHom.one_apply] at hm
    norm_num at hm
  · have hu : (Finset.univ : Finset ℤˣ) = {1, -1} := by decide
    rw [hu, Finset.sum_pair (by decide), hm, map_one]
    have h1 : a + t * 1 - a = t := by ring
    have h2 : a + t * (-1) - a = -t := by ring
    rw [h1, h2, fermi_add_fermi_neg]

end

end FermiLevelResponse
```

```lean
#print axioms FermiLevelResponse.chemicalPotential_response
#print axioms FermiLevelResponse.chemicalPotential_response_eq_zero
#print axioms FermiLevelResponse.occupation_force_constant
```

```
'FermiLevelResponse.chemicalPotential_response' depends on axioms: [propext, Classical.choice, Quot.sound]
'FermiLevelResponse.chemicalPotential_response_eq_zero' depends on axioms: [propext, Classical.choice, Quot.sound]
'FermiLevelResponse.occupation_force_constant' depends on axioms: [propext, Classical.choice, Quot.sound]
```

### How the lemmas follow the derivation

`thermalWeight_pos` names the exponential `E`, rewrites the weight as $E/(E+1)^2$ and reads off that it is positive. `hasDerivAt_fermi` differentiates $e^{x/T}+1$, applies the rule for a reciprocal, and uses the identity `key` to bring the result into the form $-f(1-f)/T$.

`hasDerivAt_occupation` is the chain rule. Its `inner` part is the derivative $v_i-\mu'$ of the level relative to the chemical potential, with the slope called `s`, and its `outer` part is the slope of the Fermi function.

`particle_balance` adds these derivatives over all levels. The same sum is locally equal to the constant `N`, so it also has derivative zero. Since a function has at most one derivative at a point, `hS.unique` equates the two values, and the factor $-1/T$ is then removed.

`chemicalPotential_response` expands the balance equation and divides by the total weight. The positivity of that total, `hW`, comes from `thermalWeight_pos` and the existence of at least one level.

`sum_eq_zero_of_character` first extracts a group element with $\chi(g)\neq1$. `Equiv.sum_comp`, applied to the permutation `MulAction.toPerm g`, performs the relabelling. This gives $(\chi(g)-1)\sum_i w_i v_i=0$, whose first factor is nonzero. `chemicalPotential_response_eq_zero` inserts the vanishing sum into the weighted mean.

`occupation_force_constant` first replaces the mean by $\mu'$. The identity `h` is the split into squared deviations and a term proportional to $\mu'$, which `particle_balance` then removes.

The last three declarations supply an example with nonzero slopes. `fermi_add_fermi_neg` proves $f(x)+f(-x)=1$, and `signCharacter` sends the elements of $\{1,-1\}$ to the corresponding real numbers. In `split_pair_witness`, two levels start at the same energy $a$ and move apart with slopes $1$ and $-1$. The group exchanges them, and together they hold exactly one particle at the constant chemical potential $a$, for every $t$.

### Two unequal levels move the Fermi level

The invariance of the undisplaced energies matters. Keep the slopes $1$ and $-1$ and the group that exchanges the two levels, but place the first level at $\mu(0)$ and the second at $\mu(0)+T\ln 2$. The slopes still transform by the sign character, while `he` fails.

The occupations at $t=0$ are $1/2$ and $1/3$, so the weights are $1/4$ and $2/9$. With the total occupation held at $5/6$,

$$\mu'=\frac{\tfrac14-\tfrac29}{\tfrac14+\tfrac29}=\frac{1}{17}\neq 0 .$$

The level with the larger weight pulls the chemical potential along with it. A sign change of the slopes under a relabelling is thus not enough to set the Fermi-level shift to zero. Equal energies of the exchanged levels before the displacement are sufficient, because they make the weights equal. They are not necessary: two levels placed symmetrically above and below $\mu(0)$ also have equal weights.
